# Octahedral site preference energy of high-spin $d^n$ ions: sign, period five and maximum $38/45\,\Delta_{\rm oct}$ at $\Delta_{\rm tet}/\Delta_{\rm oct} = 4/9$

A formal statement about high-spin ions has to fix what "high-spin" means. Here it is an occupation rule imposed from the start and not the outcome of an energy minimisation. The five d orbitals are numbered $i = 0, \dots, 4$ in filling order and have energies $\varepsilon_i$. The $n$ electrons enter one per orbital in that order, and only then a second time round, so orbital $i$ holds

$$o_i(n) = [\,i < n\,] + [\,i + 5 < n\,]$$

electrons, where a bracket is $1$ if its condition holds and $0$ otherwise. The crystal-field energy is the one-electron sum $E(\varepsilon, n) = \sum_i o_i(n)\,\varepsilon_i$.

```lean
import Mathlib

open Finset

namespace OctahedralSitePreference

/-- High-spin occupation of orbital `i` (orbitals numbered in filling order) for `n` electrons:
one electron if `i < n`, and a second one if `i + 5 < n`. -/
def occupation (n : ℕ) (i : Fin 5) : ℕ :=
  (if i.val < n then 1 else 0) + (if i.val + 5 < n then 1 else 0)

/-- Crystal-field energy of the high-spin filling of `n` electrons in the five levels `ε`:
the sum of the orbital energies weighted by their occupations. -/
def fieldEnergy (ε : Fin 5 → ℚ) (n : ℕ) : ℚ :=
  ∑ i, (occupation n i : ℚ) * ε i
```

In Lean a set of levels is a function `Fin 5 → ℚ`, so energies are exact rationals and `i.val` is the index $i$. The number $n$ is any natural number, and the theorems in which $n$ is a variable restrict it to a d shell by an explicit bound.

Energies are measured in units of the octahedral splitting $\Delta_{\rm oct}$, from the mean of the five levels in each geometry. The octahedral levels $\varepsilon^{\rm oct}$ are three $t_{2g}$ orbitals at $-2/5$ and two $e_g$ orbitals at $3/5$. With $r = \Delta_{\rm tet}/\Delta_{\rm oct}$ the ratio of the tetrahedral to the octahedral splitting, the tetrahedral levels $\varepsilon^{\rm tet}(r)$ are two $e$ orbitals at $-3r/5$ and three $t_2$ orbitals at $2r/5$.

```lean
/-- Octahedral d levels in units of the octahedral splitting: three at `-2/5`, two at `3/5`. -/
def octLevels : Fin 5 → ℚ := ![-2 / 5, -2 / 5, -2 / 5, 3 / 5, 3 / 5]

/-- Tetrahedral d levels in units of the octahedral splitting, for a ratio `r` of tetrahedral
to octahedral splitting: two at `-3r/5`, three at `2r/5`. -/
def tetLevels (r : ℚ) : Fin 5 → ℚ :=
  ![r * (-3 / 5), r * (-3 / 5), r * (2 / 5), r * (2 / 5), r * (2 / 5)]
```

Write $E_{\rm oct}(n) = E(\varepsilon^{\rm oct}, n)$ and $E_{\rm tet}(r,n) = E(\varepsilon^{\rm tet}(r), n)$. The site preference energy is

$$P_r(n) = E_{\rm tet}(r, n) - E_{\rm oct}(n),$$

and it is positive when the octahedral site has the lower crystal-field energy.

```lean
/-- Octahedral site preference energy of high-spin `d^n`: tetrahedral minus octahedral
crystal-field energy, for splitting ratio `r`. -/
def sitePreference (r : ℚ) (n : ℕ) : ℚ :=
  fieldEnergy (tetLevels r) n - fieldEnergy octLevels n
```

The level patterns are inputs, and so is the value $r = 4/9$ used at the end, which is the point-charge ratio for equal ligand charges at equal distance. The ratio `r` ranges over all rationals with the order of the list held fixed; only for $r \ge 0$ is that order the order of increasing energy. Electron repulsion, spin-orbit coupling, Jahn–Teller distortion, covalency and the lattice energy of the site are all absent. No pairing energy appears, because both geometries have the same number of doubly occupied orbitals at given $n$, and a pairing cost that is equal at the two sites would cancel in $P_r$.

An alternative model would add a pairing energy for each doubly occupied orbital and take the configuration of lowest energy. The occupation would then depend on the ratio of splitting to pairing energy. For a strong octahedral field $d^6$ would put all six electrons in $t_{2g}$, with orbital energy $-12/5$ against $-2/5$ for $d^1$, and the period five of parts (b), (d) and (f) would be lost. That comparison, the counter-examples and the program at the end are illustrations beside the theorems, which do not contain them.

## (a) The filling is a legitimate one

**Task.** Show that for $n \le 10$ the occupations add up to $n$ and that no orbital holds more than two electrons.

**Solution.** The first brackets count the indices $i \in \{0,\dots,4\}$ below $n$, of which there are $\min(n,5)$. The second brackets count the indices with $i < n - 5$, of which there are none for $n \le 5$ and $n - 5$ for $5 \le n \le 10$. The total is $n + 0$ in the first range and $5 + (n-5)$ in the second. Each $o_i$ is a sum of two brackets and so is at most $2$.

The count needs $n \le 10$: at $n = 11$ every orbital holds two electrons and the sum is $10$.

In `occupation_count` the count is checked by listing the eleven values of $n$ with `interval_cases` and evaluating each sum with `decide`. For the bound, `split_ifs` takes the possible values of the two brackets in turn.

```lean
/-- For `n ≤ 10` the high-spin filling holds exactly `n` electrons, with at most two in
each orbital. -/
theorem occupation_count (n : ℕ) (hn : n ≤ 10) :
    ∑ i, occupation n i = n ∧ ∀ i, occupation n i ≤ 2 := by
  constructor
  · interval_cases n <;> decide
  · intro i
    unfold occupation
    split_ifs <;> omega
```

## (b) Adding five electrons

**Task.** For arbitrary levels $\varepsilon$ and $n \le 5$, show that $E(\varepsilon, n+5) = E(\varepsilon, n) + \sum_i \varepsilon_i$.

**Solution.** Since $i \le 4$, the bracket $[\,i < n+5\,]$ equals $1$, and $[\,i+5 < n+5\,] = [\,i<n\,]$. Hence $o_i(n+5) = 1 + [\,i<n\,]$. Since $n \le 5 \le i + 5$, the bracket $[\,i+5<n\,]$ vanishes and $o_i(n) = [\,i<n\,]$. So $o_i(n+5) = o_i(n) + 1$ for each orbital, and

$$E(\varepsilon, n+5) = \sum_i \bigl(o_i(n) + 1\bigr)\varepsilon_i = E(\varepsilon,n) + \sum_i \varepsilon_i .$$

At $n = 6$ the identity fails. The left side is $E(\varepsilon, 11) = 2\sum_i\varepsilon_i$, the right side is $2\sum_i \varepsilon_i + \varepsilon_0$, and they differ whenever $\varepsilon_0 \neq 0$.

The Lean proof joins the two sums on the right and compares the sides orbital by orbital through `Finset.sum_congr`. The step `hocc` is $o_i(n+5) = o_i(n)+1$, obtained from `i.isLt` (that is, $i < 5$) and `hn` by cases on the brackets, and `ring` expands the product.

```lean
/-- For any five levels and `n ≤ 5`, adding five electrons to the high-spin filling raises the
energy by the sum of the five orbital energies. -/
theorem fieldEnergy_add_five (ε : Fin 5 → ℚ) (n : ℕ) (hn : n ≤ 5) :
    fieldEnergy ε (n + 5) = fieldEnergy ε n + ∑ i, ε i := by
  unfold fieldEnergy
  rw [← Finset.sum_add_distrib]
  refine Finset.sum_congr rfl fun i _ => ?_
  -- every orbital gains exactly one electron
  have hocc : occupation (n + 5) i = occupation n i + 1 := by
    have hi := i.isLt
    unfold occupation
    split_ifs <;> omega
  rw [hocc]
  push_cast
  ring
```

## (c) Barycentre rule

**Task.** Show that both sets of levels sum to zero, the tetrahedral set for every $r$.

**Solution.** In the octahedral case $3(-\tfrac25) + 2(\tfrac35) = 0$. In the tetrahedral case $r\,[\,2(-\tfrac35) + 3(\tfrac25)\,] = 0$. The theorem `barycentre` verifies that the listed numbers have this property; `Fin.sum_univ_succ` writes each sum out term by term.

```lean
/-- Barycentre rule: the five octahedral levels sum to zero, and so do the five tetrahedral
levels. -/
theorem barycentre (r : ℚ) : ∑ i, octLevels i = 0 ∧ ∑ i, tetLevels r i = 0 := by
  constructor
  · simp [octLevels, Fin.sum_univ_succ]
    norm_num
  · simp [tetLevels, Fin.sum_univ_succ]
    ring
```

## (d) Period five

**Task.** Show that $P_r(n+5) = P_r(n)$ for every $r$ and $n \le 5$.

**Solution.** Part (b) applied to each geometry, followed by part (c), gives

$$P_r(n+5) = \bigl(E_{\rm tet}(r,n) + 0\bigr) - \bigl(E_{\rm oct}(n) + 0\bigr) = P_r(n).$$

The four rewrites in the proof are these four uses, (b) twice and (c) twice.

```lean
/-- For every splitting ratio and `n ≤ 5`, high-spin `d^(n+5)` and `d^n` have the same site
preference energy. -/
theorem sitePreference_add_five (r : ℚ) (n : ℕ) (hn : n ≤ 5) :
    sitePreference r (n + 5) = sitePreference r n := by
  unfold sitePreference
  rw [fieldEnergy_add_five _ n hn, fieldEnergy_add_five _ n hn, (barycentre r).1,
    (barycentre r).2]
  ring
```

## (e) The values for $d^0$ to $d^4$

**Task.** Find $P_r(n)$ for $n = 0, \dots, 4$.

**Solution.** For $n \le 5$ the energy is the sum of the first $n$ levels. In the octahedral field three electrons go in at $-2/5$ and the fourth at $+3/5$. In the tetrahedral field two go in at $-3r/5$ and the next ones at $+2r/5$.

| $n$ | $E_{\rm oct}(n)$ | $E_{\rm tet}(r,n)$ | $P_r(n)$ |
|---|---|---|---|
| 0 | $0$ | $0$ | $0$ |
| 1 | $-2/5$ | $-3r/5$ | $2/5 - 3r/5$ |
| 2 | $-4/5$ | $-6r/5$ | $4/5 - 6r/5$ |
| 3 | $-6/5$ | $-4r/5$ | $6/5 - 4r/5$ |
| 4 | $-3/5$ | $-2r/5$ | $3/5 - 2r/5$ |

The theorem `sitePreference_table` states the last column, with $3r/5$ written as `3 / 5 * r`. The `simp` call evaluates the brackets and the five-term sums, and `ring` collects the terms in $r$.

```lean
/-- Site preference energies of `d^0` to `d^4` as functions of the splitting ratio `r`. -/
theorem sitePreference_table (r : ℚ) :
    sitePreference r 0 = 0 ∧ sitePreference r 1 = 2 / 5 - 3 / 5 * r ∧
    sitePreference r 2 = 4 / 5 - 6 / 5 * r ∧ sitePreference r 3 = 6 / 5 - 4 / 5 * r ∧
    sitePreference r 4 = 3 / 5 - 2 / 5 * r := by
  refine ⟨?_, ?_, ?_, ?_, ?_⟩ <;>
    simp [sitePreference, fieldEnergy, occupation, octLevels, tetLevels,
      Fin.sum_univ_succ] <;> ring
```

## (f) Reduction to the remainder

**Task.** Show that $P_r(n) = P_r(n \bmod 5)$ for $n \le 10$.

**Solution.** For $n < 5$ the remainder is $n$ itself. For $5 \le n \le 9$ write $n = m + 5$ with $m \le 4$; the remainder is $m$ and part (d) gives the claim. For $n = 10$ part (d) is used twice, $P_r(10) = P_r(5) = P_r(0)$.

Beyond the full shell the statement is false in this model, since $P_r(11) = 0$ by the barycentre rule while $P_r(1) = 2/5 - 3r/5$ vanishes only at $r = 2/3$.

Lean writes the remainder as `n % 5`. The two case splits produce the three ranges, and `h10.trans h5` is the chain for $n = 10$.

```lean
/-- For `n ≤ 10` the site preference energy of `d^n` equals that of `d^(n mod 5)`. -/
theorem sitePreference_mod (r : ℚ) (n : ℕ) (hn : n ≤ 10) :
    sitePreference r n = sitePreference r (n % 5) := by
  have h5 : sitePreference r 5 = sitePreference r 0 := sitePreference_add_five r 0 (by omega)
  have h10 : sitePreference r 10 = sitePreference r 5 :=
    sitePreference_add_five r 5 (by omega)
  rcases Nat.lt_or_ge n 5 with h | h
  · rw [Nat.mod_eq_of_lt h]
  · rcases Nat.lt_or_ge n 10 with h' | h'
    · obtain ⟨m, rfl⟩ : ∃ m, n = m + 5 := ⟨n - 5, by omega⟩
      have hm : (m + 5) % 5 = m := by omega
      rw [hm]
      exact sitePreference_add_five r m (by omega)
    · have hn10 : n = 10 := by omega
      subst hn10
      exact h10.trans h5
```

## (g) When the octahedral site is never disfavoured

**Task.** Show that $P_r(n) \ge 0$ for all $n \le 10$ if and only if $r \le 2/3$.

**Solution.** If all values are nonnegative, then $P_r(1) = (2 - 3r)/5 \ge 0$, which is $r \le 2/3$. Conversely let $r \le 2/3$. By part (f) only the five remainders matter. Then $P_r(0) = 0$, $P_r(1) = (2-3r)/5 \ge 0$ and $P_r(2) = 2P_r(1) \ge 0$. Also $P_r(4) = (3 - 2r)/5 \ge (3 - 4/3)/5 = 1/3$ and $P_r(3) = 2P_r(4) \ge 2/3$.

For example, $r = 1$ gives $P_1(1) = -1/5$, a preference for the tetrahedral site.

In the forward direction the proof takes `h 1` and `linarith` combines it with the table entry `h1`. In the backward direction `hk` lists the five remainders, and each case is a linear inequality in $r$.

```lean
/-- The site preference energy is nonnegative for all `d^0` to `d^10` exactly when the
splitting ratio is at most `2/3`. -/
theorem sitePreference_nonneg_iff (r : ℚ) :
    (∀ n ≤ 10, 0 ≤ sitePreference r n) ↔ r ≤ 2 / 3 := by
  obtain ⟨h0, h1, h2, h3, h4⟩ := sitePreference_table r
  constructor
  · intro h
    -- the one-electron case gives the threshold
    have := h 1 (by omega)
    linarith
  · intro hr n hn
    rw [sitePreference_mod r n hn]
    have hk : n % 5 = 0 ∨ n % 5 = 1 ∨ n % 5 = 2 ∨ n % 5 = 3 ∨ n % 5 = 4 := by omega
    rcases hk with h | h | h | h | h <;> rw [h] <;> linarith
```

## (h) The maximum

**Task.** For $0 \le r \le 2/3$ and $n \le 10$, show that $P_r(n) \le 6/5 - 4r/5$, with equality exactly for $n = 3$ and $n = 8$.

**Solution.** The bound is $P_r(3)$. If $n \bmod 5 = 3$, equality holds by parts (f) and (e), and with $n \le 10$ this means $n = 3$ or $n = 8$. For the other remainders the gaps are

$$P_r(3) - P_r(0) = \frac{6 - 4r}{5}, \qquad P_r(3) - P_r(1) = \frac{4 - r}{5},$$

$$P_r(3) - P_r(2) = \frac{2 + 2r}{5}, \qquad P_r(3) - P_r(4) = \frac{3 - 2r}{5}.$$

The first, second and fourth are positive because $r \le 2/3$, and the third because $r \ge 0$. So the inequality is strict there, and such an $n$ is neither $3$ nor $8$.

The interval in the theorem is sufficient and not sharp, since the four gaps stay positive for $-1 < r < 3/2$. Some bound on each side is needed. With `hr` removed, $r = 2$ gives $6/5 - 8/5 = -2/5$, which lies below $P_2(0) = 0$. With `hr0` removed, $r = -1$ gives $P_{-1}(2) = 2 = P_{-1}(3)$, so equality also occurs at $n = 2$.

The proof splits on `n % 5 = 3`. In the second branch `hlt` is the strict inequality, with the four gaps handled by `linarith`; both sides of the equivalence are then false.

```lean
/-- For a splitting ratio between `0` and `2/3`, the site preference energy over `d^0` to
`d^10` is at most `6/5 - 4r/5`, with equality exactly for `n = 3` and `n = 8`. -/
theorem sitePreference_max (r : ℚ) (hr0 : 0 ≤ r) (hr : r ≤ 2 / 3) (n : ℕ) (hn : n ≤ 10) :
    sitePreference r n ≤ 6 / 5 - 4 / 5 * r ∧
    (sitePreference r n = 6 / 5 - 4 / 5 * r ↔ n = 3 ∨ n = 8) := by
  obtain ⟨h0, h1, h2, h3, h4⟩ := sitePreference_table r
  rw [sitePreference_mod r n hn]
  by_cases h : n % 5 = 3
  · rw [h]
    exact ⟨h3.le, fun _ => by omega, fun _ => h3⟩
  · -- every other residue lies strictly below the three-electron value
    have hlt : sitePreference r (n % 5) < 6 / 5 - 4 / 5 * r := by
      have hk : n % 5 = 0 ∨ n % 5 = 1 ∨ n % 5 = 2 ∨ n % 5 = 4 := by omega
      rcases hk with k | k | k | k <;> rw [k] <;> linarith
    exact ⟨hlt.le, fun e => absurd e hlt.ne, fun e => absurd (by omega) h⟩
```

## (i) The case $r = 4/9$

**Task.** Let $P(n) = P_{4/9}(n)$ and $n \le 10$. Show that $P(n) \ge 0$; that $P(n+5) = P(n)$ whenever $n + 5 \le 10$; that $P(n) \le 38/45$ with equality exactly for $n = 3, 8$; and that $P(n) = 0$ exactly for $n = 0, 5, 10$.

**Solution.** Since $0 \le 4/9 \le 2/3$, parts (g) and (h) apply, and the bound is $6/5 - 16/45 = 54/45 - 16/45 = 38/45$. The condition $n + 5 \le 10$ is $n \le 5$, so part (d) gives the period. For the zeros, the table of part (e) yields $P(1) = 18/45 - 12/45$, $P(2) = 36/45 - 24/45$ and $P(4) = 27/45 - 8/45$, and with part (f):

| $n$ | 0, 5, 10 | 1, 6 | 2, 7 | 3, 8 | 4, 9 |
|---|---|---|---|---|---|
| $45\,P(n)$ | 0 | 6 | 12 | 38 | 19 |

Only the remainder $0$ gives zero.

As a direct check take $d^8$, with occupations $(2,2,2,1,1)$. Then $E_{\rm oct} = 6(-\tfrac25) + 2(\tfrac35) = -\tfrac65$ and $E_{\rm tet} = \tfrac49\,[\,4(-\tfrac35) + 4(\tfrac25)\,] = -\tfrac{16}{45}$, so $P(8) = -\tfrac{16}{45} + \tfrac{54}{45} = \tfrac{38}{45}$.

The five conjuncts of `octahedral_site_preference` are the claims in the order of the task, with the bound and its equality case stated separately. The period is asserted only within $0 \le n \le 10$. Without `hn` the last conjunct fails, because $P(11) = 0$. The values are in units of each ion's own $\Delta_{\rm oct}$, so the theorem ranks electron counts at equal splitting and does not compare ions whose splittings differ. In the proof `hval` is the evaluation of the bound, the first four conjuncts are taken from (g), (d) and (h), and `hpos` shows strict positivity for the remainders $1$ to $4$.

```lean
/-- At splitting ratio `4/9` the site preference energy of high-spin `d^n`, `n ≤ 10`, is
nonnegative and unchanged by adding five electrons within the shell; it is at most `38/45`,
equals `38/45` exactly for `n = 3, 8`, and vanishes exactly for `n = 0, 5, 10`. -/
theorem octahedral_site_preference (n : ℕ) (hn : n ≤ 10) :
    0 ≤ sitePreference (4 / 9) n ∧
    (n + 5 ≤ 10 → sitePreference (4 / 9) (n + 5) = sitePreference (4 / 9) n) ∧
    sitePreference (4 / 9) n ≤ 38 / 45 ∧
    (sitePreference (4 / 9) n = 38 / 45 ↔ n = 3 ∨ n = 8) ∧
    (sitePreference (4 / 9) n = 0 ↔ n = 0 ∨ n = 5 ∨ n = 10) := by
  have hmax := sitePreference_max (4 / 9) (by norm_num) (by norm_num) n hn
  have hval : (6 / 5 - 4 / 5 * (4 / 9) : ℚ) = 38 / 45 := by norm_num
  rw [hval] at hmax
  refine ⟨(sitePreference_nonneg_iff (4 / 9)).2 (by norm_num) n hn,
    fun h => sitePreference_add_five _ n (by omega), hmax.1, hmax.2, ?_⟩
  obtain ⟨h0, h1, h2, h3, h4⟩ := sitePreference_table (4 / 9)
  rw [sitePreference_mod _ n hn]
  by_cases h : n % 5 = 0
  · rw [h]
    exact ⟨fun _ => by omega, fun _ => h0⟩
  · -- away from empty, half-filled and full shells the preference is strictly positive
    have hpos : 0 < sitePreference (4 / 9) (n % 5) := by
      have hk : n % 5 = 1 ∨ n % 5 = 2 ∨ n % 5 = 3 ∨ n % 5 = 4 := by omega
      rcases hk with k | k | k | k <;> rw [k] <;> linarith
    exact ⟨fun e => absurd e hpos.ne', fun e => absurd (by omega) h⟩

end OctahedralSitePreference
```

```lean
#print axioms OctahedralSitePreference.occupation_count
-- 'OctahedralSitePreference.occupation_count' depends on axioms: [propext, Classical.choice, Quot.sound]
#print axioms OctahedralSitePreference.octahedral_site_preference
-- 'OctahedralSitePreference.octahedral_site_preference' depends on axioms: [propext, Classical.choice, Quot.sound]
```

Within this one-electron, high-spin model with a fixed ratio $4/9$, the quantity $P(n)$ is the crystal-field contribution, in units of $\Delta_{\rm oct}$, to the energy of moving a cation from an octahedral to a tetrahedral site, as in spinels: it is largest for $d^3$ and $d^8$ ions such as Cr$^{3+}$ and Ni$^{2+}$, and zero for $d^5$ and $d^{10}$ ions such as Fe$^{3+}$ and Zn$^{2+}$.

In a program the occupation rule is one line, and exact fractions keep the tie between $n = 3$ and $n = 8$ free of rounding:

```python
from fractions import Fraction as F
E = lambda eps, n: sum(((i < n) + (i + 5 < n)) * e for i, e in enumerate(eps))
r = F(4, 9)
octa = [F(-2, 5)] * 3 + [F(3, 5)] * 2
tetra = [r * F(-3, 5)] * 2 + [r * F(2, 5)] * 3
P = [E(tetra, n) - E(octa, n) for n in range(11)]
```

Multiplying `P[n]` by the value of $\Delta_{\rm oct}$ for the ion in question converts it to an energy.
